# Reverse Turán inequality for Boys functions: $(2m+1)F_mF_{m+2}<(2m+3)F_{m+1}^2$ at every real argument

For $m=0,1,2,\dots$ and real $T$, let

$$F_m(T)=\int_0^1 t^{2m}e^{-Tt^2}\,dt .$$

These are the Boys functions that appear in Coulomb integrals over Gaussian basis functions, where $T\ge 0$ is an exponent times a squared distance. I believe that three consecutive orders satisfy

$$(2m+1)\,F_m(T)\,F_{m+2}(T)\le(2m+3)\,F_{m+1}(T)^2,$$

and that the right side minus the left is exactly $e^{-T}\,(F_{m+1}(T)-F_{m+2}(T))$. Can this be derived rigorously and checked by machine, for negative $T$ as well? And can the constant be improved?

## Eliminating $T$ between two recurrences

The inequality is strict for every real $T$, and its constant is optimal. A word on the name: Turán's inequality for Legendre polynomials on $[-1,1]$ has the form $P_{n+1}^2\ge P_nP_{n+2}$. With constant $1$ this form is false for Boys functions, since Cauchy–Schwarz gives $F_{m+1}^2<F_mF_{m+2}$. "Reverse" here refers to that Cauchy–Schwarz bound: the present result bounds $F_mF_{m+2}$ from above by a multiple of $F_{m+1}^2$.

Start from

$$\frac{d}{dt}\left[t^{2m+1}e^{-Tt^2}\right]=(2m+1)t^{2m}e^{-Tt^2}-2T\,t^{2m+2}e^{-Tt^2}.$$

Integrating over $[0,1]$, where the boundary term at $0$ vanishes, gives

$$(2m+1)F_m=2T F_{m+1}+e^{-T}.$$

Multiply this by $F_{m+2}$, and multiply the same relation at order $m+1$ by $F_{m+1}$:

$$(2m+1)F_mF_{m+2}=2T F_{m+1}F_{m+2}+e^{-T}F_{m+2},$$
$$(2m+3)F_{m+1}^2=2T F_{m+1}F_{m+2}+e^{-T}F_{m+1}.$$

Subtracting the first from the second cancels the common term $2TF_{m+1}F_{m+2}$:

$$D:=(2m+3)F_{m+1}^2-(2m+1)F_mF_{m+2}=e^{-T}(F_{m+1}-F_{m+2}).$$

This is positive, because $F_{m+1}-F_{m+2}=\int_0^1t^{2m+2}(1-t^2)e^{-Tt^2}dt>0$.

Eliminating $e^{-T}$ instead of $T$ from the same two recurrences gives a neighbouring result, the three-term relation $(2m+1)F_m=(2m+3+2T)F_{m+1}-2TF_{m+2}$.

## The bound is approached as $T\to\infty$

Let $T>0$. All Boys functions are positive, so the recurrences at orders $m+2$ and $m+1$ give

$$e^{-T}\le(2m+5)F_{m+2},\qquad 2TF_{m+2}\le(2m+3)F_{m+1}.$$

Together they yield $2Te^{-T}\le(2m+3)(2m+5)F_{m+1}$. Since $D\le e^{-T}F_{m+1}$, it follows that $2TD\le(2m+3)(2m+5)F_{m+1}^2$. Dividing by $2T(2m+1)F_{m+1}^2$ and rearranging,

$$\frac{2m+3}{2m+1}-\frac{(2m+3)(2m+5)}{2(2m+1)T}\le\frac{F_mF_{m+2}}{F_{m+1}^2}<\frac{2m+3}{2m+1}.$$

The quotient therefore tends to $(2m+3)/(2m+1)$. The $1/T$ bound is enough for the limit, but it is not the true rate: $D/F_{m+1}^2<e^{-T}/F_{m+1}$, and $F_{m+1}$ decays only as a power of $T$, so the gap closes exponentially fast up to that power. The Lean file proves only the $1/T$ bound. If $cF_mF_{m+2}\le F_{m+1}^2$ for all $T$, dividing by $F_{m+1}^2$ and taking the limit gives $c\le(2m+1)/(2m+3)$.

## What the Lean theorems say

`boys m T` is the integral above, with `m : ℕ` and `T : ℝ`; the cast `(m : ℝ)` turns the order into a real coefficient.

- `turan_difference` is the identity for $D$, and `reverse_turan` is the strict inequality. Neither has a hypothesis on `T`.
- `turan_quotient_tendsto` is the limit, with `atTop` expressing $T\to\infty$.
- `reverse_turan_constant_optimal` takes as its hypothesis `hc` that a constant `c` works at every real `T`, and bounds `c`. The constant is allowed to depend on `m`.

In electronic-structure codes the inequality can serve as a consistency check on Boys function values, provided that the check allows for rounding error. The theorem concerns exact real values, and the relative difference between the two sides tends to zero as $T\to\infty$, so at large $T$ even accurately computed values can fail the strict inequality.

The order could also have been modelled as a real number $\nu>-1/2$. The identity keeps its form with $\nu$ in place of $m$, but for $\nu<0$ the integrand is singular at $t=0$, so integrability and the boundary term would need separate arguments.

```lean
import Mathlib

open Filter Topology

namespace BoysReverseTuran

noncomputable section

/-- The Boys function of order `m` at argument `T`: the integral over `[0,1]` of
`t^(2m) exp(-T t^2)`. -/
def boys (m : ℕ) (T : ℝ) : ℝ :=
  ∫ t in (0 : ℝ)..1, t ^ (2 * m) * Real.exp (-T * t ^ 2)

/-- The integrand of the Boys function is integrable on `[0,1]`. -/
theorem boys_integrable (m : ℕ) (T : ℝ) :
    IntervalIntegrable (fun t : ℝ => t ^ (2 * m) * Real.exp (-T * t ^ 2))
      MeasureTheory.volume 0 1 :=
  Continuous.intervalIntegrable (by fun_prop) 0 1

/-- The Boys functions are positive at every real argument. -/
theorem boys_pos (m : ℕ) (T : ℝ) : 0 < boys m T := by
  unfold boys
  refine intervalIntegral.intervalIntegral_pos_of_pos_on (boys_integrable m T) ?_ one_pos
  intro t ht
  have h0 : 0 < t := ht.1
  positivity

/-- At fixed argument the Boys function strictly decreases when the order is raised by one. -/
theorem boys_succ_lt (m : ℕ) (T : ℝ) : boys (m + 1) T < boys m T := by
  -- the difference is the integral of a function positive inside the interval
  have h : 0 < ∫ t in (0 : ℝ)..1, (t ^ (2 * m) * Real.exp (-T * t ^ 2)
      - t ^ (2 * (m + 1)) * Real.exp (-T * t ^ 2)) := by
    refine intervalIntegral.intervalIntegral_pos_of_pos_on
      ((boys_integrable m T).sub (boys_integrable (m + 1) T)) ?_ one_pos
    intro t ht
    have h0 : 0 < t := ht.1
    have h1 : 0 < 1 - t ^ 2 := by nlinarith [ht.1, ht.2]
    have h2 : 0 < t ^ (2 * m) * Real.exp (-T * t ^ 2) * (1 - t ^ 2) := by positivity
    calc (0 : ℝ) < t ^ (2 * m) * Real.exp (-T * t ^ 2) * (1 - t ^ 2) := h2
      _ = _ := by ring
  rw [intervalIntegral.integral_sub (boys_integrable m T) (boys_integrable (m + 1) T)] at h
  unfold boys
  linarith

/-- The recurrence in the order: `(2m+1) F_m(T) = 2T F_(m+1)(T) + exp(-T)`. -/
theorem boys_recurrence (m : ℕ) (T : ℝ) :
    (2 * (m : ℝ) + 1) * boys m T = 2 * T * boys (m + 1) T + Real.exp (-T) := by
  -- differentiate t^(2m+1) exp(-T t^2) and integrate back over [0,1]
  have hd : ∀ t ∈ Set.uIcc (0 : ℝ) 1,
      HasDerivAt (fun t : ℝ => t ^ (2 * m + 1) * Real.exp (-T * t ^ 2))
        ((2 * (m : ℝ) + 1) * (t ^ (2 * m) * Real.exp (-T * t ^ 2))
          - 2 * T * (t ^ (2 * (m + 1)) * Real.exp (-T * t ^ 2))) t := by
    intro t _
    have h1 : HasDerivAt (fun t : ℝ => t ^ (2 * m + 1))
        ((2 * (m : ℝ) + 1) * t ^ (2 * m)) t := by
      simpa using hasDerivAt_pow (2 * m + 1) t
    have h2 : HasDerivAt (fun t : ℝ => Real.exp (-T * t ^ 2))
        (Real.exp (-T * t ^ 2) * (-T * (2 * t))) t :=
      (((hasDerivAt_pow 2 t).const_mul (-T)).exp).congr_deriv (by norm_num)
    exact (h1.fun_mul h2).congr_deriv (by ring)
  have hi := intervalIntegral.integral_eq_sub_of_hasDerivAt hd
    (Continuous.intervalIntegrable (by fun_prop) 0 1)
  rw [intervalIntegral.integral_sub ((boys_integrable m T).const_mul _)
    ((boys_integrable (m + 1) T).const_mul _), intervalIntegral.integral_const_mul,
    intervalIntegral.integral_const_mul] at hi
  have h0 : (0 : ℝ) ^ (2 * m + 1) = 0 := by simp
  simp only [one_pow, mul_one, one_mul, h0, zero_mul, sub_zero] at hi
  unfold boys
  linear_combination hi

/-- The difference `(2m+3) F_(m+1)^2 - (2m+1) F_m F_(m+2)` equals
`exp(-T) (F_(m+1) - F_(m+2))`. -/
theorem turan_difference (m : ℕ) (T : ℝ) :
    (2 * (m : ℝ) + 3) * boys (m + 1) T ^ 2 - (2 * (m : ℝ) + 1) * (boys m T * boys (m + 2) T)
      = Real.exp (-T) * (boys (m + 1) T - boys (m + 2) T) := by
  have h0 := boys_recurrence m T
  have h1 := boys_recurrence (m + 1) T
  push_cast at h1
  -- eliminate T between two consecutive recurrences
  linear_combination boys (m + 1) T * h1 - boys (m + 2) T * h0

/-- The strict inequality `(2m+1) F_m F_(m+2) < (2m+3) F_(m+1)^2` holds for every real argument and
every order. -/
theorem reverse_turan (m : ℕ) (T : ℝ) :
    (2 * (m : ℝ) + 1) * (boys m T * boys (m + 2) T)
      < (2 * (m : ℝ) + 3) * boys (m + 1) T ^ 2 := by
  have h := turan_difference m T
  have hp := mul_pos (Real.exp_pos (-T)) (sub_pos.mpr (boys_succ_lt (m + 1) T))
  linarith

/-- For `T ≥ 0`, the difference `(2m+3) F_(m+1)^2 - (2m+1) F_m F_(m+2)`, multiplied by `2T`, is at
most `(2m+3)(2m+5) F_(m+1)^2`. -/
theorem turan_difference_le (m : ℕ) {T : ℝ} (hT : 0 ≤ T) :
    2 * T * ((2 * (m : ℝ) + 3) * boys (m + 1) T ^ 2
        - (2 * (m : ℝ) + 1) * (boys m T * boys (m + 2) T))
      ≤ (2 * (m : ℝ) + 3) * (2 * (m : ℝ) + 5) * boys (m + 1) T ^ 2 := by
  have h1 := boys_recurrence (m + 1) T
  have h2 := boys_recurrence (m + 2) T
  push_cast at h1 h2
  have p1 := boys_pos (m + 1) T
  have p2 := boys_pos (m + 2) T
  have p3 : 0 ≤ 2 * T * boys (m + 2 + 1) T :=
    mul_nonneg (by positivity) (boys_pos _ T).le
  have he := Real.exp_pos (-T)
  -- two recurrences bound exp(-T) by a multiple of F_(m+2), and 2T F_(m+2) by a multiple of F_(m+1)
  have e1 : Real.exp (-T) ≤ (2 * (m : ℝ) + 5) * boys (m + 2) T := by linarith
  have e2 : 2 * T * boys (m + 2) T ≤ (2 * (m : ℝ) + 3) * boys (m + 1) T := by
    have h1' : (2 * (m : ℝ) + 3) * boys (m + 1) T
        = 2 * T * boys (m + 2) T + Real.exp (-T) := by linear_combination h1
    linarith
  have e3 : 2 * T * Real.exp (-T)
      ≤ (2 * (m : ℝ) + 5) * ((2 * (m : ℝ) + 3) * boys (m + 1) T) := by
    have a := mul_le_mul_of_nonneg_left e1 (by positivity : 0 ≤ 2 * T)
    have b := mul_le_mul_of_nonneg_left e2 (by positivity : 0 ≤ 2 * (m : ℝ) + 5)
    linarith
  have e4 := mul_le_mul_of_nonneg_right e3 p1.le
  have e5 : 0 ≤ 2 * T * Real.exp (-T) * boys (m + 2) T := by positivity
  rw [turan_difference]
  linarith

/-- As `T → ∞`, the quotient `F_m F_(m+2) / F_(m+1)^2` tends to `(2m+3)/(2m+1)`. -/
theorem turan_quotient_tendsto (m : ℕ) :
    Tendsto (fun T : ℝ => boys m T * boys (m + 2) T / boys (m + 1) T ^ 2) atTop
      (𝓝 ((2 * (m : ℝ) + 3) / (2 * (m : ℝ) + 1))) := by
  have aux : ∀ c K : ℝ, Tendsto (fun T : ℝ => c - K / T) atTop (𝓝 c) := by
    intro c K
    have hK : Tendsto (fun T : ℝ => K / T) atTop (𝓝 0) :=
      tendsto_const_nhds.div_atTop tendsto_id
    simpa using (tendsto_const_nhds (x := c)).sub hK
  have hm : 0 < 2 * (m : ℝ) + 1 := by positivity
  -- squeeze between the limit minus a multiple of 1/T and the limit itself
  refine tendsto_of_tendsto_of_tendsto_of_le_of_le'
    (aux _ ((2 * (m : ℝ) + 3) * (2 * (m : ℝ) + 5) / (2 * (2 * (m : ℝ) + 1))))
    tendsto_const_nhds ?_ ?_
  · filter_upwards [eventually_gt_atTop (0 : ℝ)] with T hT
    have p1 := boys_pos (m + 1) T
    have hd := turan_difference_le m hT.le
    rw [mul_comm (2 * T), ← le_div_iff₀ (by positivity)] at hd
    rw [le_div_iff₀ (by positivity)]
    have hr : ((2 * (m : ℝ) + 3) / (2 * (m : ℝ) + 1)
        - (2 * (m : ℝ) + 3) * (2 * (m : ℝ) + 5) / (2 * (2 * (m : ℝ) + 1)) / T)
          * boys (m + 1) T ^ 2
        = ((2 * (m : ℝ) + 3) * boys (m + 1) T ^ 2
          - (2 * (m : ℝ) + 3) * (2 * (m : ℝ) + 5) * boys (m + 1) T ^ 2 / (2 * T))
          / (2 * (m : ℝ) + 1) := by
      field_simp
    rw [hr, div_le_iff₀ hm]
    linarith
  · refine Eventually.of_forall fun T => ?_
    have p1 := boys_pos (m + 1) T
    rw [div_le_div_iff₀ (by positivity) hm]
    linarith [reverse_turan m T]

/-- If `c F_m F_(m+2) ≤ F_(m+1)^2` holds at every real argument, then
`c ≤ (2m+1)/(2m+3)`. -/
theorem reverse_turan_constant_optimal (m : ℕ) (c : ℝ)
    (hc : ∀ T : ℝ, c * (boys m T * boys (m + 2) T) ≤ boys (m + 1) T ^ 2) :
    c ≤ (2 * (m : ℝ) + 1) / (2 * (m : ℝ) + 3) := by
  have h : c * ((2 * (m : ℝ) + 3) / (2 * (m : ℝ) + 1)) ≤ 1 := by
    refine le_of_tendsto' ((turan_quotient_tendsto m).const_mul c) fun T => ?_
    have p1 := boys_pos (m + 1) T
    rw [← mul_div_assoc, div_le_one (by positivity)]
    exact hc T
  rw [← mul_div_assoc, div_le_one (by positivity)] at h
  rwa [le_div_iff₀ (by positivity)]

end

end BoysReverseTuran
```

```lean
#print axioms BoysReverseTuran.boys_pos
#print axioms BoysReverseTuran.reverse_turan_constant_optimal
```

```
'BoysReverseTuran.boys_pos' depends on axioms: [propext, Classical.choice, Quot.sound]
'BoysReverseTuran.reverse_turan_constant_optimal' depends on axioms: [propext, Classical.choice, Quot.sound]
```

## How the proof follows the calculation

`boys_integrable` follows from continuity. `boys_pos` and `boys_succ_lt` use the fact that an integrand positive inside the interval has a positive integral; the second factors out $1-t^2$.

In `boys_recurrence`, `hd` is the product-rule derivative, and `integral_eq_sub_of_hasDerivAt` is the fundamental theorem of calculus. The elimination in `turan_difference` is a single `linear_combination`, whose coefficients are the two multipliers used above. `reverse_turan` then adds the positivity of the exponential and of the difference between orders.

In `turan_difference_le`, `e1` and `e2` are the two bounds from the higher recurrences, and `e3` combines them. `turan_quotient_tendsto` squeezes the quotient between the bounds displayed above, with `aux` supplying the limit of the lower one. The optimality theorem passes to the limit in $c\,F_mF_{m+2}/F_{m+1}^2\le1$ with `le_of_tendsto'`.
